# The local exchange energy of a Gaussian core density scales as 1/L when the Gaussian's width grows in proportion to the cell edge L

A Gaussian core of fixed charge in a cubic cell of edge L > 0 is described by a finite Fourier sum over fixed integer indices. Its local exchange energy, with energy density −C n^(4/3), is the cell volume times the average over a finite set of fixed fractional points. The theorem says that if the Gaussian exponent is α/L², this energy equals its value at L = 1 divided by L, provided the sampled densities at L = 1 are nonnegative. The physical reading takes α > 0, so that the core is a Gaussian of width proportional to L, and at least one sample point. The proof first shows that the Gaussian form factors do not depend on L, so that the density is only divided by L³. The power 4/3 then gives a factor 1/L⁴, which the volume L³ turns into 1/L.

The failing Lean file:

```lean
import Mathlib

open Finset

namespace ExchangeEnergyBreathing

noncomputable section

/-- Squared length of the reciprocal vector with integer indices `m` in a cubic cell of
edge `L ≠ 0`. -/
def gSq (L : ℝ) (m : Fin 3 → ℤ) : ℝ := (2 * Real.pi / L) ^ 2 * ∑ i, (m i : ℝ) ^ 2

/-- Fourier term `m` of a Gaussian core of charge `Z` and exponent `a`, at the fractional
point `s` of a cubic cell of edge `L`; the domain is `a ≠ 0`, `L ≠ 0`. -/
def coreTerm (Z a L : ℝ) (s : Fin 3 → ℝ) (m : Fin 3 → ℤ) : ℝ :=
  Z / L ^ 3 * Real.exp (-gSq L m / (4 * a)) * Real.cos (2 * Real.pi * ∑ i, (m i : ℝ) * s i)

/-- Core density at the fractional point `s`, summed over the finite set `M` of reciprocal
vectors; the domain is `a ≠ 0`, `L ≠ 0`. -/
def coreDensity (M : Finset (Fin 3 → ℤ)) (Z a L : ℝ) (s : Fin 3 → ℝ) : ℝ :=
  ∑ m ∈ M, coreTerm Z a L s m

variable {ι : Type*} [Fintype ι]

/-- Energy of a local functional with energy density `f`, sampled on a nonempty finite set of
fractional points `s`; the domain is `a ≠ 0`, `L ≠ 0`. -/
def gridEnergy (f : ℝ → ℝ) (M : Finset (Fin 3 → ℤ)) (s : ι → Fin 3 → ℝ) (Z a L : ℝ) : ℝ :=
  L ^ 3 / (Fintype.card ι : ℝ) * ∑ j, f (coreDensity M Z a L (s j))

/-- Local exchange energy, with energy density `-C n^(4/3)`, on a nonempty finite set of
fractional points; the domain is `a ≠ 0`, `L ≠ 0`. -/
def exchangeEnergy (C : ℝ) (M : Finset (Fin 3 → ℤ)) (s : ι → Fin 3 → ℝ) (Z a L : ℝ) : ℝ :=
  gridEnergy (fun n => -C * n ^ (4 / 3 : ℝ)) M s Z a L

/-- If the Gaussian exponent follows the cell as `α / L²` with `L > 0`, and the sampled densities
at `L = 1` are nonnegative, the exchange energy scales exactly as `1 / L`. -/
theorem exchangeEnergy_breathing {L : ℝ} (hL : 0 < L) (C : ℝ)
    (M : Finset (Fin 3 → ℤ)) (s : ι → Fin 3 → ℝ) (Z α : ℝ)
    (hn : ∀ j, 0 ≤ coreDensity M Z α 1 (s j)) :
    exchangeEnergy C M s Z (α / L ^ 2) L = exchangeEnergy C M s Z α 1 / L := by
  -- the form factors do not change, so the density is only diluted
  have hd : ∀ j, coreDensity M Z (α / L ^ 2) L (s j) = coreDensity M Z α 1 (s j) / L ^ 3 := by
    intro j
    unfold coreDensity
    rw [Finset.sum_div]
    refine Finset.sum_congr rfl fun m _ => ?_
    have h1 : L ^ 2 * (L ^ 2)⁻¹ = 1 := mul_inv_cancel₀ (by positivity)
    have he : -gSq L m / (4 * (α / L ^ 2)) = -gSq 1 m / (4 * α) := by
      unfold gSq
      linear_combination (-(2 * Real.pi) ^ 2 * (∑ i, (m i : ℝ) ^ 2) / (4 * α)) * h1
    unfold coreTerm
    rw [he]
    ring
  have hp : (L ^ 3) ^ (4 / 3 : ℝ) = L ^ 4 := by
    rw [← Real.rpow_natCast L 3, ← Real.rpow_mul hL.le, ← Real.rpow_natCast L 4]
    norm_num
  have h3 : L ^ 3 / L ^ 4 = 1 / L := by
    rw [div_eq_div_iff (by positivity) (by positivity)]
    ring
  have hs : ∑ j, -C * coreDensity M Z (α / L ^ 2) L (s j) ^ (4 / 3 : ℝ) =
      (∑ j, -C * coreDensity M Z α 1 (s j) ^ (4 / 3 : ℝ)) / L ^ 4 := by
    rw [Finset.sum_div]
    refine Finset.sum_congr rfl fun j _ => ?_
    rw [hd j, Real.div_rpow (hn j) (by positivity), hp]
    ring
  simp only [exchangeEnergy, gridEnergy]
  rw [hs]
  linear_combination ((∑ j, -C * coreDensity M Z α 1 (s j) ^ (4 / 3 : ℝ)) /
    (Fintype.card ι : ℝ)) * h3

end

end ExchangeEnergyBreathing
```

Compiling this gives:

```
Main.lean:50:6: error: ring failed, ring expressions not equal
ι : Type u_1
inst✝ : Fintype ι
L : ℝ
hL : 0 < L
C : ℝ
M : Finset (Fin 3 → ℤ)
s : ι → Fin 3 → ℝ
Z α : ℝ
hn : ∀ (j : ι), 0 ≤ coreDensity M Z α 1 (s j)
j : ι
m : Fin 3 → ℤ
x✝ : m ∈ M
h1 : L ^ 2 * (L ^ 2)⁻¹ = 1
⊢ (Real.pi ^ 2 * L ^ 2 * L⁻¹ ^ 2 * ∑ i, ↑(m i) ^ 2) * α⁻¹ -
      (Real.pi ^ 2 * L⁻¹ ^ 2 * ∑ i, ↑(m i) ^ 2) * L⁻¹⁻¹ ^ 2 * α⁻¹ =
    0
```

Diagnosis. The one error is in `he`, which says that the exponent of the form factor is the same at edge `L` as at edge 1. The equation is true and the coefficient given to `linear_combination` is right, but the closing `ring` step fails. Dividing by `α / L ^ 2` inverts an inverse, and in the goal that remains one term has `L⁻¹⁻¹ ^ 2` where the other has `L ^ 2`. These are equal, but `ring` did not reduce the double inverse here, so the two terms did not cancel.

The repair keeps the nested division away from `ring`. The new `hq` states that `gSq L m` is `gSq 1 m / L ^ 2`, which `ring` can prove because no double inverse of `L` occurs in it. After `rw [hq]`, `← neg_div` and `← mul_div_assoc` bring numerator and denominator to the form of something over `L ^ 2`, and `div_div_div_cancel_right₀` cancels that common divisor. The lemma needs `L ^ 2 ≠ 0`, which is what `h1` now states.

Fix (accepted with no message):

```diff
@@ -45,8 +45,10 @@
     rw [Finset.sum_div]
     refine Finset.sum_congr rfl fun m _ => ?_
-    have h1 : L ^ 2 * (L ^ 2)⁻¹ = 1 := mul_inv_cancel₀ (by positivity)
+    have h1 : L ^ 2 ≠ 0 := pow_ne_zero 2 hL.ne'
+    have hq : gSq L m = gSq 1 m / L ^ 2 := by
+      unfold gSq
+      ring
     have he : -gSq L m / (4 * (α / L ^ 2)) = -gSq 1 m / (4 * α) := by
-      unfold gSq
-      linear_combination (-(2 * Real.pi) ^ 2 * (∑ i, (m i : ℝ) ^ 2) / (4 * α)) * h1
+      rw [hq, ← neg_div, ← mul_div_assoc, div_div_div_cancel_right₀ h1]
     unfold coreTerm
     rw [he]
```
